# The Thomas–Reiche–Kuhn double commutator $[X,[H,X]]=N/m$ for a potential that commutes with the positions

After computing an absorption spectrum, one can add up the oscillator strengths and compare the total with the number of electrons $N$. For light polarised along one axis, with $\hbar=1$, $m$ the electron mass and $X$ the sum of the electrons' coordinates along that axis, the strengths are $f_n=2m(E_n-E_0)|\langle n|X|0\rangle|^2$. Expanding the double commutator in a complete set of eigenstates of $H$, with $|0\rangle$ normalised, gives

$$\sum_n f_n = m\,\langle 0|[X,[H,X]]|0\rangle .$$

The comparison with $N$ therefore rests on the operator identity $[X,[H,X]]=N/m$. Below, that identity is proved for $H=\sum_k p_k^2/(2m)+V$ with a potential $V$ that commutes with the positions; the spectral expansion is the usual route from it to the sum rule.

## Coordinates, momenta and the Hamiltonian

The operators live in an associative complex algebra `A`. The finite type `ι` labels Cartesian coordinates, so three-dimensional electrons contribute three labels each. There is no inner product and no self-adjointness, and products of operators are always defined; for unbounded operators this presupposes a common domain that they all preserve.

```lean
import Mathlib

open Complex (I)
open scoped Matrix

namespace ThomasReicheKuhnAlgebra

noncomputable section

variable {A : Type*} [Ring A] [Algebra ℂ A] {ι : Type*} [Fintype ι] [DecidableEq ι]
```

The commutator is $[a,b]=ab-ba$.

```lean
/-- The commutator `[a, b] = a b - b a`. -/
def comm (a b : A) : A := a * b - b * a
```

The canonical relations $[x_j,p_k]=i\delta_{jk}$ are a hypothesis, `CCR`. Nothing is assumed about the commutators of positions with each other or of momenta with each other.

```lean
/-- The position-momentum commutation relations `[x_j, p_k] = i δ_jk` (units with `ħ = 1`). -/
def CCR (x p : ι → A) : Prop :=
  ∀ j k, comm (x j) (p k) = (if j = k then I else 0 : ℂ) • (1 : A)
```

For complex weights, write $X_a=\sum_j a_jx_j$.

```lean
/-- The weighted sum `∑ c_j y_j` of operators `y_j` with complex weights `c_j`. -/
def lincomb (c : ι → ℂ) (y : ι → A) : A := ∑ j, c j • y j
```

A kinetic energy that is quadratic in the momenta, with constant masses, is $T=\tfrac12\sum_{kl}W_{kl}p_kp_l$, where $W$ is the inverse-mass matrix.

```lean
/-- The kinetic energy `½ ∑ W_kl p_k p_l` with inverse-mass matrix `W`. -/
def kinetic (W : Matrix ι ι ℂ) (p : ι → A) : A := ∑ k, ∑ l, (W k l / 2) • (p k * p l)
```

With one common real mass this becomes $H=\sum_k p_k^2/(2m)+V$.

```lean
/-- The Hamiltonian `H = ∑ p_k² / (2m) + V` with one common mass `m`. -/
def hamiltonian (m : ℝ) (p : ι → A) (V : A) : A :=
  (∑ k, (1 / (2 * (m : ℂ))) • p k ^ 2) + V
```

A set $S$ of coordinates defines $X_S=\sum_{j\in S}x_j$. For the sum rule, $S$ contains one coordinate of each electron, all along the same axis, and $N=|S|$.

```lean
/-- The sum `X_S = ∑_{j ∈ S} x_j` of the positions in a set `S` of coordinates. -/
def totalPosition (S : Finset ι) (x : ι → A) : A := ∑ j ∈ S, x j
```

## The first commutator turns positions into momenta

By linearity, $[X_a,p_k]=\sum_j a_j\,i\delta_{jk}=ia_k$. In the proof, `Finset.sum_eq_single` selects the surviving term.

```lean
/-- A weighted position and one momentum: `[∑ a_j x_j, p_k] = i a_k`. -/
theorem comm_lincomb_momentum {x p : ι → A} (h : CCR x p) (a : ι → ℂ) (k : ι) :
    comm (lincomb a x) (p k) = (I * a k) • (1 : A) := by
  have hlin : comm (lincomb a x) (p k) = ∑ j, a j • comm (x j) (p k) := by
    simp only [comm, lincomb, Finset.sum_mul, Finset.mul_sum, smul_mul_assoc, mul_smul_comm,
      smul_sub, Finset.sum_sub_distrib]
  -- only the term j = k survives
  rw [hlin, Finset.sum_eq_single k]
  · rw [h k k, if_pos rfl, smul_smul, mul_comm (a k)]
  · intro j _ hj
    rw [h j k, if_neg hj, zero_smul, smul_zero]
  · intro hk
    exact absurd (Finset.mem_univ k) hk
```

Summing over momenta with weights $c_k$ gives $[X_a,\sum_k c_kp_k]=i\sum_k a_kc_k$.

```lean
/-- A weighted position and a weighted momentum: `[∑ a_j x_j, ∑ c_k p_k] = i ∑ a_k c_k`. -/
theorem comm_lincomb_lincomb {x p : ι → A} (h : CCR x p) (a c : ι → ℂ) :
    comm (lincomb a x) (lincomb c p) = (I * ∑ k, a k * c k) • (1 : A) := by
  have hlin : ∀ y : A, comm y (lincomb c p) = ∑ k, c k • comm y (p k) := by
    intro y
    simp only [comm, lincomb, Finset.sum_mul, Finset.mul_sum, smul_mul_assoc, mul_smul_comm,
      smul_sub, Finset.sum_sub_distrib]
  rw [hlin, Finset.mul_sum, Finset.sum_smul]
  refine Finset.sum_congr rfl fun k _ => ?_
  rw [comm_lincomb_momentum h, smul_smul]
  congr 1
  ring
```

For the kinetic energy, move $X_b$ through two momenta using $X_bp_k=p_kX_b+ib_k$:

$$X_bp_kp_l=p_kp_lX_b+ib_l\,p_k+ib_k\,p_l .$$

Hence $[p_kp_l,X_b]=-ib_l\,p_k-ib_k\,p_l$, which is `hprod`. Multiply by $W_{kl}/2$ and sum. Exchanging the summation indices in the second term (`hswap`) and using $W_{lk}=W_{kl}$ makes the two halves equal, so

$$[T,X_b]=-i\sum_k(Wb)_k\,p_k .$$

The momenta are never reordered.

```lean
/-- For a symmetric inverse-mass matrix `W`, the kinetic energy `T` obeys
`[T, ∑ b_j x_j] = -i ∑ (W b)_k p_k`. -/
theorem comm_kinetic_lincomb {x p : ι → A} (h : CCR x p) {W : Matrix ι ι ℂ} (hW : W.IsSymm)
    (b : ι → ℂ) :
    comm (kinetic W p) (lincomb b x) = (-I) • lincomb (W *ᵥ b) p := by
  obtain ⟨Y, hY⟩ : ∃ Y, Y = lincomb b x := ⟨_, rfl⟩
  rw [← hY]
  have hp : ∀ k, Y * p k = p k * Y + (I * b k) • (1 : A) := by
    intro k
    have h1 : Y * p k - p k * Y = (I * b k) • (1 : A) := by
      rw [hY]
      exact comm_lincomb_momentum h b k
    exact sub_eq_iff_eq_add'.mp h1
  -- Leibniz rule for a product of two momenta
  have hprod : ∀ k l, comm (p k * p l) Y = (-I * b l) • p k + (-I * b k) • p l := by
    intro k l
    have e : Y * (p k * p l) = p k * p l * Y + (I * b l) • p k + (I * b k) • p l := by
      rw [← mul_assoc Y, hp k, add_mul, mul_assoc (p k) Y, hp l, mul_add, smul_mul_assoc,
        mul_smul_comm, one_mul, mul_one, mul_assoc (p k) (p l)]
    unfold comm
    rw [e]
    module
  have hlin : comm (kinetic W p) Y = ∑ k, ∑ l, (W k l / 2) • comm (p k * p l) Y := by
    simp only [comm, kinetic, Finset.sum_mul, Finset.mul_sum, smul_mul_assoc, mul_smul_comm,
      smul_sub, Finset.sum_sub_distrib]
  have hswap : ∑ k, ∑ l, (W k l / 2) • ((-I * b k) • p l)
      = ∑ k, ∑ l, (W l k / 2) • ((-I * b l) • p k) := Finset.sum_comm
  have hm : ∀ k, (W *ᵥ b) k = ∑ l, W k l * b l := fun k => rfl
  rw [hlin]
  simp only [hprod, smul_add, Finset.sum_add_distrib]
  rw [hswap]
  simp only [lincomb, hm, Finset.smul_sum, Finset.sum_smul]
  rw [← Finset.sum_add_distrib]
  refine Finset.sum_congr rfl fun k _ => ?_
  rw [← Finset.sum_add_distrib]
  refine Finset.sum_congr rfl fun l _ => ?_
  -- the two halves coincide by the symmetry of W
  have hs : W l k = W k l := hW.apply k l
  rw [hs]
  module
```

## The second commutator leaves a number

Commuting with $X_a$ gives $-i\cdot i\,\sum_k a_k(Wb)_k=a\cdot Wb$, with no complex conjugation in the dot product. An arbitrary $V$ adds its own term:

$$[X_a,[T+V,X_b]]=a\cdot Wb+[X_a,[V,X_b]] .$$

```lean
/-- For `X_a = ∑ a_j x_j`, `X_b = ∑ b_j x_j`, symmetric `W`, kinetic energy `T = ½ ∑ W_kl p_k p_l` and an arbitrary `V`,
`[X_a, [T + V, X_b]] = a · W b + [X_a, [V, X_b]]`. -/
theorem double_comm_general {x p : ι → A} (h : CCR x p) {W : Matrix ι ι ℂ} (hW : W.IsSymm)
    (a b : ι → ℂ) (V : A) :
    comm (lincomb a x) (comm (kinetic W p + V) (lincomb b x))
      = (a ⬝ᵥ (W *ᵥ b)) • (1 : A) + comm (lincomb a x) (comm V (lincomb b x)) := by
  have e : ∀ Y Z T : A, comm Y (comm (T + V) Z) = comm Y (comm T Z) + comm Y (comm V Z) := by
    intro Y Z T
    unfold comm
    noncomm_ring
  have e2 : ∀ (c : ℂ) (Y Z : A), comm Y (c • Z) = c • comm Y Z := by
    intro c Y Z
    simp only [comm, smul_sub, smul_mul_assoc, mul_smul_comm]
  -- the two factors of i combine as (-i) i = 1
  have hs : -I * (I * ∑ k, a k * (W *ᵥ b) k) = a ⬝ᵥ (W *ᵥ b) := by
    have hd : a ⬝ᵥ (W *ᵥ b) = ∑ k, a k * (W *ᵥ b) k := rfl
    rw [hd]
    linear_combination (-(∑ k, a k * (W *ᵥ b) k)) * Complex.I_mul_I
  rw [e, comm_kinetic_lincomb h hW b, e2, comm_lincomb_lincomb h, smul_smul, hs]
```

If $V$ commutes with every position, then $[V,X_b]=\sum_j b_j[V,x_j]=0$ and only the number remains. This condition describes a local potential, including the Coulomb interaction between electrons.

```lean
/-- If `V` commutes with all positions, `W` is symmetric, `T = ½ ∑ W_kl p_k p_l`, `X_a = ∑ a_j x_j` and `X_b = ∑ b_j x_j`, then
`[X_a, [T + V, X_b]] = a · W b` times the identity. -/
theorem double_comm_mass_tensor {x p : ι → A} (h : CCR x p) {W : Matrix ι ι ℂ}
    (hW : W.IsSymm) (a b : ι → ℂ) {V : A} (hV : ∀ j, comm V (x j) = 0) :
    comm (lincomb a x) (comm (kinetic W p + V) (lincomb b x))
      = (a ⬝ᵥ (W *ᵥ b)) • (1 : A) := by
  have hV0 : comm V (lincomb b x) = 0 := by
    have hlin : comm V (lincomb b x) = ∑ j, b j • comm V (x j) := by
      simp only [comm, lincomb, Finset.sum_mul, Finset.mul_sum, smul_mul_assoc, mul_smul_comm,
        smul_sub, Finset.sum_sub_distrib]
    rw [hlin]
    simp only [hV, smul_zero, Finset.sum_const_zero]
  rw [double_comm_general h hW, hV0]
  simp only [comm, mul_zero, zero_mul, sub_zero, add_zero]
```

## Counting electrons

Take $W=\mathrm{diag}(1/m)$, and weights equal to 1 on the chosen coordinates and 0 elsewhere. Then

$$m\,a\cdot Wb=\sum_j \mathbf 1_S(j)\,\mathbf 1_T(j)=|S\cap T| ,$$

where $T$ now denotes a second coordinate set. The proof rewrites $X_S$, $X_T$ and $H$ in the general form and checks this sum coordinate by coordinate.

```lean
/-- For `H = ∑ p_k²/(2m) + V` with `m ≠ 0`, arbitrary `V` and coordinate sets `S`, `T`,
`m [X_S, [H, X_T]] = |S ∩ T| + m [X_S, [V, X_T]]`. -/
theorem double_comm_with_potential {x p : ι → A} (h : CCR x p) {m : ℝ} (hm : m ≠ 0)
    (S T : Finset ι) (V : A) :
    (m : ℂ) • comm (totalPosition S x) (comm (hamiltonian m p V) (totalPosition T x))
      = ((S ∩ T).card : ℂ) • (1 : A)
        + (m : ℂ) • comm (totalPosition S x) (comm V (totalPosition T x)) := by
  have hm' : (m : ℂ) ≠ 0 := Complex.ofReal_ne_zero.mpr hm
  -- a sum over S is a weighted sum with indicator weights
  have hX : ∀ U : Finset ι,
      totalPosition U x = lincomb (fun j => if j ∈ U then (1 : ℂ) else 0) x := by
    intro U
    simp only [totalPosition, lincomb, ite_smul, one_smul, zero_smul]
    rw [Finset.sum_ite_mem, Finset.univ_inter]
  -- a common mass is the inverse-mass matrix diag(1/m)
  have hH : hamiltonian m p V = kinetic (Matrix.diagonal fun _ : ι => (m : ℂ)⁻¹) p + V := by
    unfold hamiltonian kinetic
    congr 1
    refine Finset.sum_congr rfl fun k _ => ?_
    rw [Finset.sum_eq_single k]
    · rw [Matrix.diagonal_apply_eq, pow_two]
      congr 1
      ring
    · intro l _ hl
      rw [Matrix.diagonal_apply_ne _ (Ne.symm hl), zero_div, zero_smul]
    · intro hk
      exact absurd (Finset.mem_univ k) hk
  have hsym : (Matrix.diagonal fun _ : ι => (m : ℂ)⁻¹).IsSymm := Matrix.isSymm_diagonal _
  have hs : (m : ℂ) * ((fun j => if j ∈ S then (1 : ℂ) else 0) ⬝ᵥ
      ((Matrix.diagonal fun _ : ι => (m : ℂ)⁻¹) *ᵥ (fun j => if j ∈ T then (1 : ℂ) else 0)))
      = ((S ∩ T).card : ℂ) := by
    have hc : ((S ∩ T).card : ℂ) = ∑ j, if j ∈ S ∩ T then (1 : ℂ) else 0 := by
      rw [Finset.sum_ite_mem, Finset.univ_inter, Finset.sum_const, nsmul_eq_mul, mul_one]
    rw [hc]
    simp only [dotProduct, Matrix.mulVec_diagonal, Finset.mul_sum]
    refine Finset.sum_congr rfl fun j _ => ?_
    by_cases hS : j ∈ S <;> by_cases hT : j ∈ T <;> simp [hS, hT, hm']
  rw [hX S, hX T, hH, double_comm_general h hsym, smul_add, smul_smul, hs]
```

When $V$ commutes with the positions in $T$, its term disappears. Disjoint sets, such as all $x$ and all $y$ coordinates, then give zero.

```lean
/-- For `H = ∑ p_k²/(2m) + V` with `m ≠ 0`: if `V` commutes with the positions in `T`, then `m [X_S, [H, X_T]] = |S ∩ T|`. -/
theorem double_comm_mixed {x p : ι → A} (h : CCR x p) {m : ℝ} (hm : m ≠ 0)
    (S T : Finset ι) {V : A} (hV : ∀ j ∈ T, comm V (x j) = 0) :
    (m : ℂ) • comm (totalPosition S x) (comm (hamiltonian m p V) (totalPosition T x))
      = ((S ∩ T).card : ℂ) • (1 : A) := by
  have h0 : comm V (totalPosition T x) = 0 := by
    have hlin : comm V (totalPosition T x) = ∑ j ∈ T, comm V (x j) := by
      simp only [comm, totalPosition, Finset.mul_sum, Finset.sum_mul, Finset.sum_sub_distrib]
    rw [hlin]
    exact Finset.sum_eq_zero hV
  have hz : comm (totalPosition S x) (0 : A) = 0 := by
    simp only [comm, mul_zero, zero_mul, sub_zero]
  rw [double_comm_with_potential h hm S T V, h0, hz, smul_zero, add_zero]
```

Setting $T=S$ gives $m[X,[H,X]]=N$, and dividing by $m\neq0$ gives $[X,[H,X]]=N/m$. In Lean the right-hand sides are multiples of the identity `1 : A`.

```lean
/-- Thomas-Reiche-Kuhn double commutator: for `H = ∑ p_k²/(2m) + V` with `m ≠ 0`, `X` a sum of `N = |S|`
positions and `V` commuting with them, `m [X, [H, X]] = N` and `[X, [H, X]] = N / m`. -/
theorem thomas_reiche_kuhn {x p : ι → A} (h : CCR x p) {m : ℝ} (hm : m ≠ 0)
    (S : Finset ι) {V : A} (hV : ∀ j ∈ S, comm V (x j) = 0) :
    (m : ℂ) • comm (totalPosition S x) (comm (hamiltonian m p V) (totalPosition S x))
        = (S.card : ℂ) • (1 : A) ∧
      comm (totalPosition S x) (comm (hamiltonian m p V) (totalPosition S x))
        = ((S.card : ℂ) / (m : ℂ)) • (1 : A) := by
  have hm' : (m : ℂ) ≠ 0 := Complex.ofReal_ne_zero.mpr hm
  have h1 := double_comm_mixed h hm S S hV
  rw [Finset.inter_self] at h1
  refine ⟨h1, ?_⟩
  calc comm (totalPosition S x) (comm (hamiltonian m p V) (totalPosition S x))
      = (m : ℂ)⁻¹ • (m : ℂ) •
          comm (totalPosition S x) (comm (hamiltonian m p V) (totalPosition S x)) :=
        (inv_smul_smul₀ hm' _).symm
    _ = ((S.card : ℂ) / (m : ℂ)) • (1 : A) := by
        rw [h1, smul_smul, div_eq_inv_mul]
```

## Nonlocal potentials and magnetic fields

For arbitrary $V$, the previous formula reads $m[X,[H,X]]=N+m[X,[V,X]]$. The operator identity $m[X,[H,X]]=N$ therefore holds exactly when $[X,[V,X]]=0$. The sum rule for a single state $|0\rangle$ needs less: only the expectation value $\langle 0|[X,[V,X]]|0\rangle$ has to vanish. In a calculation with a nonlocal pseudopotential this expectation value is generally nonzero, and $m$ times it is the shift of the total oscillator strength away from $N$.

```lean
/-- For `H = ∑ p_k²/(2m) + V` with `m ≠ 0` and arbitrary `V`, `X = X_S` and `N = |S|`, the relation `m [X, [H, X]] = N` holds if and only if
`[X, [V, X]] = 0`. -/
theorem thomas_reiche_kuhn_iff {x p : ι → A} (h : CCR x p) {m : ℝ} (hm : m ≠ 0)
    (S : Finset ι) (V : A) :
    (m : ℂ) • comm (totalPosition S x) (comm (hamiltonian m p V) (totalPosition S x))
        = (S.card : ℂ) • (1 : A) ↔
      comm (totalPosition S x) (comm V (totalPosition S x)) = 0 := by
  have hm' : (m : ℂ) ≠ 0 := Complex.ofReal_ne_zero.mpr hm
  rw [double_comm_with_potential h hm S S V, Finset.inter_self]
  constructor
  · intro h1
    have h2 : (m : ℂ) • comm (totalPosition S x) (comm V (totalPosition S x)) = 0 :=
      add_left_cancel (h1.trans (add_zero _).symm)
    calc comm (totalPosition S x) (comm V (totalPosition S x))
        = (m : ℂ)⁻¹ • (m : ℂ) • comm (totalPosition S x) (comm V (totalPosition S x)) :=
          (inv_smul_smul₀ hm' _).symm
      _ = 0 := by rw [h2, smul_zero]
  · intro h1
    rw [h1, smul_zero, add_zero]
```

In a magnetic field, replace $p_k$ by $\pi_k=p_k-qa_k$, where $a_k$ is now a vector-potential component commuting with the positions. Then $[x_j,\pi_k]=[x_j,p_k]-q[x_j,a_k]=i\delta_{jk}$, so the same theorem applies, although the $\pi_k$ need not commute with one another.

```lean
/-- Minimal coupling, with `m ≠ 0`, `X = X_S` and `N = |S|`: for `H = ∑ (p_k - q a_k)²/(2m) + V` with vector potential components
`a_k` commuting with all positions and `V` commuting with those in `S`, `m [X, [H, X]] = N`. -/
theorem thomas_reiche_kuhn_minimal_coupling {x p a : ι → A} (h : CCR x p) {m : ℝ}
    (hm : m ≠ 0) (q : ℝ) (S : Finset ι) {V : A} (hV : ∀ j ∈ S, comm V (x j) = 0)
    (ha : ∀ j k, comm (x j) (a k) = 0) :
    (m : ℂ) • comm (totalPosition S x)
        (comm (hamiltonian m (fun k => p k - (q : ℂ) • a k) V) (totalPosition S x))
      = (S.card : ℂ) • (1 : A) := by
  -- the kinetic momenta obey the same relations with the positions
  have h' : CCR x (fun k => p k - (q : ℂ) • a k) := by
    intro j k
    have e : comm (x j) (p k - (q : ℂ) • a k)
        = comm (x j) (p k) - (q : ℂ) • comm (x j) (a k) := by
      simp only [comm, mul_sub, sub_mul, smul_sub, smul_mul_assoc, mul_smul_comm]
      module
    show comm (x j) (p k - (q : ℂ) • a k) = _
    rw [e, ha, smul_zero, sub_zero]
    exact h j k
  exact (thomas_reiche_kuhn h' hm S hV).1
```

## A realisation on polynomials

Finite matrices of nonzero size cannot satisfy $[x,p]=i$, because the trace of a commutator vanishes while that of $i$ times the identity does not; a finite-basis calculation therefore need not reproduce $N$ exactly. Polynomials in the coordinates do provide a realisation. Potentials and positions act by multiplication.

```lean
/-- Multiplication by the polynomial `v`, acting on polynomials in the coordinates. -/
def multOp (v : MvPolynomial ι ℂ) : Module.End ℂ (MvPolynomial ι ℂ) :=
  LinearMap.mulLeft ℂ v

/-- The position operator on polynomials: multiplication by the `j`-th coordinate. -/
def posOp (j : ι) : Module.End ℂ (MvPolynomial ι ℂ) := multOp (MvPolynomial.X j)
```

Momentum acts as $-i\partial_k$.

```lean
/-- The momentum operator on polynomials: `-i ∂/∂x_k`. -/
def momOp (k : ι) : Module.End ℂ (MvPolynomial ι ℂ) :=
  (-I) • (MvPolynomial.pderiv k :
    Derivation ℂ (MvPolynomial ι ℂ) (MvPolynomial ι ℂ)).toLinearMap
```

The product rule $\partial_k(x_jf)=x_j\partial_kf+\delta_{jk}f$ gives

$$[x_j,p_k]f=-ix_j\partial_kf+i\partial_k(x_jf)=i\delta_{jk}f .$$

Multiplication operators commute, and the identity is nonzero because it sends the polynomial 1 to itself. The main theorem then applies to every polynomial potential.

```lean
/-- On polynomials, `posOp` and `momOp` obey `[x_j, p_k] = i δ_jk`, every multiplication
operator commutes with the positions, the identity is nonzero, and, for `m ≠ 0`, `X = X_S` and `N = |S|`, `m [X, [H, X]] = N` holds
for every polynomial potential. -/
theorem polynomial_witness :
    CCR (posOp : ι → Module.End ℂ (MvPolynomial ι ℂ)) momOp ∧
      (∀ (v : MvPolynomial ι ℂ) (j : ι), comm (multOp v) (posOp j) = 0) ∧
      (1 : Module.End ℂ (MvPolynomial ι ℂ)) ≠ 0 ∧
      ∀ (m : ℝ), m ≠ 0 → ∀ (S : Finset ι) (v : MvPolynomial ι ℂ),
        (m : ℂ) • comm (totalPosition S posOp)
            (comm (hamiltonian m momOp (multOp v)) (totalPosition S posOp))
          = (S.card : ℂ) • (1 : Module.End ℂ (MvPolynomial ι ℂ)) := by
  -- product rule for the partial derivative of x_j f
  have key : ∀ (j k : ι) (f : MvPolynomial ι ℂ),
      MvPolynomial.pderiv k ((MvPolynomial.X j : MvPolynomial ι ℂ) * f)
        = (MvPolynomial.X j : MvPolynomial ι ℂ) * MvPolynomial.pderiv k f
          + (if j = k then (1 : ℂ) else 0) • f := by
    intro j k f
    by_cases hjk : j = k
    · subst hjk
      rw [Derivation.leibniz, MvPolynomial.pderiv_X_self, if_pos rfl, one_smul, smul_eq_mul,
        smul_eq_mul, mul_one]
    · rw [Derivation.leibniz, MvPolynomial.pderiv_X_of_ne hjk, if_neg hjk, smul_zero,
        zero_smul, smul_eq_mul]
  have hccr : CCR (posOp : ι → Module.End ℂ (MvPolynomial ι ℂ)) momOp := by
    intro j k
    refine LinearMap.ext fun f => ?_
    show (MvPolynomial.X j : MvPolynomial ι ℂ) * ((-I) • MvPolynomial.pderiv k f)
        - (-I) • MvPolynomial.pderiv k ((MvPolynomial.X j : MvPolynomial ι ℂ) * f)
        = (if j = k then I else 0 : ℂ) • f
    rw [key, mul_smul_comm]
    split_ifs <;> module
  have hloc : ∀ (v : MvPolynomial ι ℂ) (j : ι), comm (multOp v) (posOp j) = 0 := by
    intro v j
    refine LinearMap.ext fun f => ?_
    show v * ((MvPolynomial.X j : MvPolynomial ι ℂ) * f)
        - (MvPolynomial.X j : MvPolynomial ι ℂ) * (v * f) = 0
    ring
  refine ⟨hccr, hloc, ?_, ?_⟩
  · intro h0
    have h1 : (1 : MvPolynomial ι ℂ) = 0 := LinearMap.congr_fun h0 1
    exact one_ne_zero h1
  · intro m hm S v
    exact (thomas_reiche_kuhn hccr hm S (fun j _ => hloc v j)).1

end

end ThomasReicheKuhnAlgebra
```

```lean
#print axioms ThomasReicheKuhnAlgebra.double_comm_mass_tensor
#print axioms ThomasReicheKuhnAlgebra.thomas_reiche_kuhn
#print axioms ThomasReicheKuhnAlgebra.thomas_reiche_kuhn_iff
#print axioms ThomasReicheKuhnAlgebra.thomas_reiche_kuhn_minimal_coupling
```

```
'ThomasReicheKuhnAlgebra.double_comm_mass_tensor' depends on axioms: [propext, Classical.choice, Quot.sound]
'ThomasReicheKuhnAlgebra.thomas_reiche_kuhn' depends on axioms: [propext, Classical.choice, Quot.sound]
'ThomasReicheKuhnAlgebra.thomas_reiche_kuhn_iff' depends on axioms: [propext, Classical.choice, Quot.sound]
'ThomasReicheKuhnAlgebra.thomas_reiche_kuhn_minimal_coupling' depends on axioms: [propext, Classical.choice, Quot.sound]
```
